# The square of an antiunitary map is unchanged by a change of basis and phase

Before using time reversal to classify the levels of a finite spin Hamiltonian, one can write down the matrix $U$ of time reversal in the working basis, multiply $U$ by its complex conjugate $\overline U$, and read off a sign. A minus sign signals Kramers degeneracy if the Hamiltonian is time-reversal symmetric. The step relies on the sign being the same in every orthonormal basis and for every phase convention. For one spin one-half, for example, some write $i\sigma_y$ and others $\sigma_y$.

The precise statement concerns $n\times n$ complex matrices. Let $U$ and $W$ be unitary, let $c$ be a complex number with $|c|=1$, and suppose that $U\overline U = e\,\mathbb 1$ for some complex number $e$. Then
$$V = c\,W U W^{T}$$
is unitary and $V\overline V = e\,\mathbb 1$. Here $W^T$ is the transpose, and $W^\dagger$ will denote the conjugate transpose.

```lean
import Mathlib

open Matrix

namespace AntiunitarySquare

noncomputable section

variable {n : Type*} [Fintype n] [DecidableEq n]
```

The index type `n` labels the basis states. It is finite, so the results cover finite-dimensional state spaces only. Lean allows it to be empty, but the remarks below on what fails without a hypothesis assume at least one basis state.

## Time reversal as a matrix times complex conjugation

An antiunitary map is antilinear and conjugates inner products. In an orthonormal basis it takes the form $T_U\psi = U\psi^*$, where $\psi^*$ has the conjugated components of $\psi$ and $U$ is unitary. The Lean file starts from this matrix form and does not derive it from an abstract definition.

Three definitions fix the conventions. `conjMat U` is $\overline U$, conjugated entry by entry without transposition. `antiMap U` is $T_U$, with `star ψ` for $\psi^*$ and `*ᵥ` for a matrix acting on a vector. `changeFrame c W U` is $V$.

```lean
/-- The entrywise complex conjugate of a matrix. -/
def conjMat (A : Matrix n n ℂ) : Matrix n n ℂ := A.map (starRingEnd ℂ)

/-- The antilinear map `T ψ = U ψ*`: complex conjugation followed by the matrix `U`. -/
def antiMap (U : Matrix n n ℂ) (ψ : n → ℂ) : n → ℂ := U *ᵥ star ψ

/-- The matrix `c W U Wᵀ`. For unitary `W` and `|c| = 1` it is `U` after a change of orthonormal
basis and phase. -/
def changeFrame (c : ℂ) (W U : Matrix n n ℂ) : Matrix n n ℂ := c • (W * U * Wᵀ)
```

The condition on $U\overline U$ is a condition on $T_U^2$, because the second conjugation also acts on the matrix left by the first application:
$$T_U(T_U\psi) = U\,(U\psi^*)^* = U\,\overline U\,\psi .$$

The first lemma below is the rule $(A\psi)^* = \overline A\,\psi^*$, checked component by component. The second inserts it into the double application and uses $\psi^{**}=\psi$. Neither needs $U$ to be unitary.

```lean
omit [DecidableEq n] in
/-- Conjugating the vector `A ψ` conjugates both the matrix and the vector. -/
theorem star_mulVec_eq (A : Matrix n n ℂ) (ψ : n → ℂ) :
    star (A *ᵥ ψ) = conjMat A *ᵥ star ψ := by
  ext i
  simp [Matrix.mulVec, dotProduct, conjMat]

omit [DecidableEq n] in
/-- Applying `T ψ = U ψ*` twice multiplies the state by the matrix `U conj(U)`. -/
theorem antiMap_sq (U : Matrix n n ℂ) (ψ : n → ℂ) :
    antiMap U (antiMap U ψ) = (U * conjMat U) *ᵥ ψ := by
  unfold antiMap
  rw [star_mulVec_eq, star_star, Matrix.mulVec_mulVec]
```

## W is unitary: both bases are orthonormal

The matrix $W$ turns old components $\psi$ into new components $W\psi$. If one has instead a matrix $C$ whose columns are the new basis vectors in old components, then $W=C^\dagger$ and the transformed matrix is $c\,C^\dagger U\overline C$.

Unitarity enters the change-of-basis formula through one identity. Transposing $W^\dagger W=\mathbb 1$ gives
$$W^{T}\,\overline W = \mathbb 1 ,$$
and `transpose_mul_conjMat` performs exactly this transposition.

```lean
/-- For a unitary matrix `W`, the transpose is inverse to the complex conjugate. -/
theorem transpose_mul_conjMat {W : Matrix n n ℂ} (hW : W ∈ Matrix.unitaryGroup n ℂ) :
    Wᵀ * conjMat W = 1 := by
  have h : Wᴴ * W = 1 := Matrix.mem_unitaryGroup_iff'.mp hW
  have h2 := congrArg Matrix.transpose h
  rw [Matrix.transpose_mul, Matrix.transpose_one] at h2
  exact h2
```

The identity accounts for the transpose in $V$, where a linear operator would have $W^\dagger$. Applying $T_V$ to the new components gives
$$T_V(W\psi) = c\,W U W^{T}\,\overline W\,\psi^* = c\,W U\psi^* = c\,W(T_U\psi).$$
So $V$ represents the original map in the new basis, up to the phase $c$. In Lean, `antiMap_changeFrame` first simplifies $V\overline W$ to $c\,WU$ and then applies both sides to $\psi^*$. It holds for any complex $c$ and any matrix $U$.

```lean
/-- In the basis rotated by `W`, the matrix `c W U Wᵀ` acts as the original antilinear map times the
number `c`. -/
theorem antiMap_changeFrame (c : ℂ) {W : Matrix n n ℂ} (U : Matrix n n ℂ)
    (hW : W ∈ Matrix.unitaryGroup n ℂ) (ψ : n → ℂ) :
    antiMap (changeFrame c W U) (W *ᵥ ψ) = c • (W *ᵥ antiMap U ψ) := by
  have h : changeFrame c W U * conjMat W = c • (W * U) := by
    rw [changeFrame, Matrix.smul_mul, Matrix.mul_assoc, transpose_mul_conjMat hW,
      Matrix.mul_one]
  unfold antiMap
  rw [star_mulVec_eq, Matrix.mulVec_mulVec, h, Matrix.mulVec_mulVec, Matrix.smul_mulVec]
```

Without unitarity of $W$, the formula for $V$ no longer describes a change of basis, and the conclusion can fail. With $W=2\,\mathbb 1$ one gets $V=4cU$. For $|c|=1$ and unitary $U$ with $U\overline U=e\,\mathbb 1$, this gives $V\overline V=16\,e\,\mathbb 1$, and $V$ is not unitary.

## |c| = 1: the free factor is a phase

Multiplying an antiunitary map by $c$ leaves it antiunitary only if $|c|=1$. The phase then disappears from the square, since the second application conjugates the first factor: $c\,c^*=|c|^2=1$. A linear symmetry behaves differently, as its square acquires the factor $c^2$.

The two conclusions follow from one calculation. From the definition of $V$,
$$V^\dagger = c^*\,\overline W\,U^\dagger W^\dagger, \qquad \overline V = c^*\,\overline W\,\overline U\,W^\dagger .$$
Both have the form $c^*\,\overline W B W^\dagger$, with $B=U^\dagger$ in the first case and $B=\overline U$ in the second. For any matrix $B$,
$$V\,\bigl(c^*\,\overline W B W^\dagger\bigr) = c\,c^*\;W U\,(W^{T}\overline W)\,B W^\dagger = W\,(U B)\,W^\dagger .$$
Setting $B=U^\dagger$ gives $VV^\dagger = W\,UU^\dagger\,W^\dagger = WW^\dagger = \mathbb 1$. Setting $B=\overline U$ gives $V\overline V = W(e\,\mathbb 1)W^\dagger = e\,\mathbb 1$.

In `square_invariant`, the hypotheses `hU`, `hW`, `hc` and `he` are the two unitarity conditions, $|c|=1$ and $U\overline U=e\,\mathbb 1$. The conclusion joins the two claims about $V$ with `∧`. The proof turns `hc` into `hcc`, which is $c\,c^*=1$, and states the general calculation as `key`. Each half then rewrites $V^\dagger$ or $\overline V$ into the required form and applies `key`.

```lean
/-- If `U` and `W` are unitary, `|c| = 1` and `U conj(U) = e`, then `V = c W U Wᵀ` is unitary and `V
conj(V) = e`, with the same number `e`. -/
theorem square_invariant {U W : Matrix n n ℂ} {c e : ℂ}
    (hU : U ∈ Matrix.unitaryGroup n ℂ) (hW : W ∈ Matrix.unitaryGroup n ℂ)
    (hc : ‖c‖ = 1) (he : U * conjMat U = e • (1 : Matrix n n ℂ)) :
    changeFrame c W U ∈ Matrix.unitaryGroup n ℂ ∧
      changeFrame c W U * conjMat (changeFrame c W U) = e • (1 : Matrix n n ℂ) := by
  have hcc : c * starRingEnd ℂ c = 1 := by
    rw [Complex.mul_conj, Complex.normSq_eq_norm_sq, hc]
    norm_num
  have hUU : U * Uᴴ = 1 := Matrix.mem_unitaryGroup_iff.mp hU
  have hWW : W * Wᴴ = 1 := Matrix.mem_unitaryGroup_iff.mp hW
  have hT := transpose_mul_conjMat hW
  -- the phases cancel, and so do the inner factors `Wᵀ conj(W)`
  have key : ∀ B : Matrix n n ℂ,
      changeFrame c W U * (starRingEnd ℂ c • (conjMat W * B * Wᴴ)) = W * (U * B) * Wᴴ := by
    intro B
    calc changeFrame c W U * (starRingEnd ℂ c • (conjMat W * B * Wᴴ))
        = (c * starRingEnd ℂ c) • ((W * U * Wᵀ) * (conjMat W * B * Wᴴ)) := by
          rw [changeFrame, Matrix.smul_mul, Matrix.mul_smul, smul_smul]
      _ = W * U * (Wᵀ * conjMat W) * B * Wᴴ := by
          rw [hcc, one_smul]
          noncomm_ring
      _ = W * (U * B) * Wᴴ := by
          rw [hT, Matrix.mul_one, Matrix.mul_assoc W U B]
  constructor
  · have hV : (changeFrame c W U)ᴴ = starRingEnd ℂ c • (conjMat W * Uᴴ * Wᴴ) := by
      have h1 : (Wᵀ)ᴴ = conjMat W := rfl
      rw [changeFrame, Matrix.conjTranspose_smul, Matrix.conjTranspose_mul,
        Matrix.conjTranspose_mul, h1, Matrix.mul_assoc]
      rfl
    rw [Matrix.mem_unitaryGroup_iff, Matrix.star_eq_conjTranspose, hV, key, hUU,
      Matrix.mul_one, hWW]
  · have hV : conjMat (changeFrame c W U)
        = starRingEnd ℂ c • (conjMat W * conjMat U * Wᴴ) := by
      have h1 : Wᴴ = conjMat Wᵀ := rfl
      have h2 : conjMat (W * U * Wᵀ) = conjMat W * conjMat U * conjMat Wᵀ := by
        simp only [conjMat, Matrix.map_mul]
      rw [h1, ← h2]
      ext i j
      exact _root_.map_mul (starRingEnd ℂ) c ((W * U * Wᵀ) i j)
    rw [hV, key, he, Matrix.mul_smul, Matrix.mul_one, Matrix.smul_mul, hWW]
```

If $|c|\neq1$ while the other hypotheses hold, the same calculation leaves a factor: $VV^\dagger=|c|^2\,\mathbb 1$ and $V\overline V=|c|^2e\,\mathbb 1$. For real $e$ the sign survives when $c\neq0$, but the value is rescaled and $V$ is not unitary.

## U is unitary: the number e can only be a sign

Unitarity of $U$ says that $T_U$ preserves the norm of every vector, and it follows that $T_U$ preserves transition probabilities. In the main theorem only the first conclusion uses it, at the step $UU^\dagger=\mathbb 1$. The equation for $V\overline V$ goes through without it.

Unitarity does more work in fixing $e$, which the main theorem allows to be any complex number. Applied to $U$, the transposition identity reads $U^T\overline U=\mathbb 1$. For square matrices a left inverse is also a right inverse, so $\overline U\,U^T=\mathbb 1$. Therefore
$$U = U\,(\overline U\,U^{T}) = (U\overline U)\,U^{T} = e\,U^{T}.$$
The lemma `eq_smul_transpose` follows this line, with `mul_eq_one_comm` exchanging the order of the inverses.

```lean
/-- A unitary `U` with `U conj(U) = e` equals `e` times its own transpose. -/
theorem eq_smul_transpose {U : Matrix n n ℂ} {e : ℂ} (hU : U ∈ Matrix.unitaryGroup n ℂ)
    (he : U * conjMat U = e • (1 : Matrix n n ℂ)) : U = e • Uᵀ := by
  have h : conjMat U * Uᵀ = 1 := mul_eq_one_comm.mp (transpose_mul_conjMat hU)
  calc U = U * (conjMat U * Uᵀ) := by rw [h, Matrix.mul_one]
    _ = e • Uᵀ := by rw [← Matrix.mul_assoc, he, Matrix.smul_mul, Matrix.one_mul]
```

Written in entries, the relation is $U_{ij}=e\,U_{ji}$. Using it twice gives $U_{ij}=e^2U_{ij}$, that is,
$$(e^2-1)\,U_{ij}=0 \quad\text{for all } i,j .$$
If $e^2\neq1$, every entry of $U$ vanishes, which contradicts $UU^\dagger=\mathbb 1$. Hence $e=1$ or $e=-1$. The proof of `square_is_sign` argues by the same contradiction: `hent` is the entrywise relation and `hzero` is the conclusion $U=0$.

The hypothesis `[Nonempty n]` says that there is at least one basis state. In dimension zero all matrices are equal, so $U\overline U=e\,\mathbb 1$ holds for every $e$ and determines nothing.

```lean
/-- In nonzero dimension, if an antiunitary map squares to a number `e`, then `e` is `1`
or `-1`. -/
theorem square_is_sign [Nonempty n] {U : Matrix n n ℂ} {e : ℂ}
    (hU : U ∈ Matrix.unitaryGroup n ℂ) (he : U * conjMat U = e • (1 : Matrix n n ℂ)) :
    e = 1 ∨ e = -1 := by
  have h := eq_smul_transpose hU he
  have hent : ∀ i j, U i j = e * U j i := fun i j => congrFun (congrFun h i) j
  by_contra hne
  have hsq : e * e - 1 ≠ 0 := fun h0 => hne (mul_self_eq_one_iff.mp (sub_eq_zero.mp h0))
  -- transposing twice gives `(e² - 1) U = 0`, impossible for a unitary matrix
  have hzero : U = 0 := by
    ext i j
    have h3 : (e * e - 1) * U i j = 0 := by
      linear_combination -(hent i j) - e * hent j i
    exact (mul_eq_zero.mp h3).resolve_left hsq
  have hUU := Matrix.mem_unitaryGroup_iff.mp hU
  rw [hzero, Matrix.zero_mul] at hUU
  exact zero_ne_one hUU
```

Without unitarity $e$ need not be a sign: $U=2\,\mathbb 1$ has $U\overline U=4\,\mathbb 1$.

## U conj(U) is a number: the square acts as a scalar

The condition $U\overline U=e\,\mathbb 1$ says that applying $T_U$ twice returns every state multiplied by the same number. For time reversal of a system with a fixed number of electrons, this is the physical requirement that a double reversal change no physical state. On a space that contains both even and odd electron numbers, the square is $+1$ on the even part and $-1$ on the odd part, so the condition holds only on each part separately. The condition is assumed here and does not follow from unitarity. The unitary matrix
$$U=\begin{pmatrix}0&1\\ i&0\end{pmatrix}\quad\text{has}\quad U\overline U=\begin{pmatrix}-i&0\\0&i\end{pmatrix}.$$
Without the condition, $V$ is still unitary, but the second calculation stops at $V\overline V=W(U\overline U)W^\dagger$. The square is then an operator whose matrix changes with the basis in the usual way, and there is no single sign to read off.

When $e=-1$, the condition restricts the dimension. The relation $U=e\,U^T$ becomes $U=-U^T$, so for an $n\times n$ matrix
$$\det U = (-1)^n\det U^{T} = (-1)^n\det U .$$
For odd $n$ this forces $\det U=0$. Unitarity, however, requires $\det U\,\det U^\dagger=1$, so $n$ must be even. The proof of `even_dim_of_square_neg` assumes odd dimension, takes determinants of both relations and reaches $0=1$. The dimension appears as `Fintype.card n`.

```lean
/-- An antiunitary map with square `-1` exists only in even dimension. -/
theorem even_dim_of_square_neg {U : Matrix n n ℂ} (hU : U ∈ Matrix.unitaryGroup n ℂ)
    (he : U * conjMat U = (-1 : ℂ) • (1 : Matrix n n ℂ)) : Even (Fintype.card n) := by
  by_contra hodd
  have hodd' : Odd (Fintype.card n) := Nat.not_even_iff_odd.mp hodd
  -- an antisymmetric matrix of odd size has determinant zero
  have h := congrArg Matrix.det (eq_smul_transpose hU he)
  rw [Matrix.det_smul, Matrix.det_transpose, hodd'.neg_one_pow] at h
  have h0 : U.det = 0 := by linear_combination h / 2
  have h1 := congrArg Matrix.det (Matrix.mem_unitaryGroup_iff.mp hU)
  rw [Matrix.det_mul, h0, zero_mul, Matrix.det_one] at h1
  exact zero_ne_one h1
```

This is a statement about the dimension of the whole space on which $U$ acts. Kramers degeneracy concerns each energy level, and no Hamiltonian occurs in the file. The link is that a time-reversal-symmetric Hamiltonian has eigenspaces that $T$ maps into themselves, so the dimension argument can be applied to each of them in turn.

## Spin one-half satisfies the hypotheses with e = −1

For a single spin one-half in the usual $\sigma_z$ basis, time reversal can be represented by
$$i\sigma_y=\begin{pmatrix}0&1\\-1&0\end{pmatrix}.$$

```lean
/-- The matrix `iσ_y` of time reversal for a single spin one-half. -/
def spinHalf : Matrix (Fin 2) (Fin 2) ℂ := !![0, 1; -1, 0]
```

This matrix is real, so $U\overline U=U^2=-\mathbb 1$. Its transpose is $-U$, so $UU^\dagger=-U^2=\mathbb 1$. The theorem `spinHalf_witness` confirms both equations by comparing the four entries.

```lean
/-- The spin one-half matrix is unitary and its antiunitary map has square `-1`. -/
theorem spinHalf_witness : spinHalf ∈ Matrix.unitaryGroup (Fin 2) ℂ ∧
    spinHalf * conjMat spinHalf = (-1 : ℂ) • (1 : Matrix (Fin 2) (Fin 2) ℂ) := by
  constructor
  · rw [Matrix.mem_unitaryGroup_iff, Matrix.star_eq_conjTranspose]
    ext i j
    fin_cases i <;> fin_cases j <;> simp [spinHalf, Matrix.mul_apply, Fin.sum_univ_succ]
  · ext i j
    fin_cases i <;> fin_cases j <;>
      simp [spinHalf, conjMat, Matrix.mul_apply, Fin.sum_univ_succ]
```

Plain complex conjugation has the matrix $\mathbb 1$ and therefore square $+1$. If some unitary $W$ and phase $c$ turned $i\sigma_y$ into $\mathbb 1$, the main theorem would give $\mathbb 1\,\overline{\mathbb 1}=-\mathbb 1$, and the upper left entry would read $1=-1$. No choice of orthonormal basis and phase can therefore reduce time reversal of a single spin one-half to complex conjugation of the components. The proof of `spinHalf_not_conjugation` applies `square_invariant` to the spin matrix and compares that same entry.

```lean
/-- No change of orthonormal basis and phase turns spin one-half time reversal into plain complex
conjugation, whose matrix is the identity. -/
theorem spinHalf_not_conjugation {W : Matrix (Fin 2) (Fin 2) ℂ} {c : ℂ}
    (hW : W ∈ Matrix.unitaryGroup (Fin 2) ℂ) (hc : ‖c‖ = 1) :
    changeFrame c W spinHalf ≠ 1 := by
  intro h
  have h2 := (square_invariant spinHalf_witness.1 hW hc spinHalf_witness.2).2
  rw [h, Matrix.one_mul] at h2
  -- compare the upper left entries: `1 = -1`
  have h3 := congrFun (congrFun h2 0) 0
  simp [conjMat] at h3
  all_goals norm_num at h3

end

end AntiunitarySquare
```

```lean
#print axioms AntiunitarySquare.antiMap_changeFrame
#print axioms AntiunitarySquare.square_is_sign
#print axioms AntiunitarySquare.even_dim_of_square_neg
#print axioms AntiunitarySquare.spinHalf_not_conjugation
```

```
'AntiunitarySquare.antiMap_changeFrame' depends on axioms: [propext, Classical.choice, Quot.sound]
'AntiunitarySquare.square_is_sign' depends on axioms: [propext, Classical.choice, Quot.sound]
'AntiunitarySquare.even_dim_of_square_neg' depends on axioms: [propext, Classical.choice, Quot.sound]
'AntiunitarySquare.spinHalf_not_conjugation' depends on axioms: [propext, Classical.choice, Quot.sound]
```
